# Overlaps of orthogonalized plane waves on a ring with one core orbital per cell

Take a ring of $N>0$ cells with $M$ points each, and a normalized core orbital $c_j$ confined to one cell. Let $\chi_k$ be the normalized plane wave with integer label $k$, minus its projections on all $N$ translates of the core. Then

$$
\langle\chi_k|\chi_{k'}\rangle=
\begin{cases}
\delta-\overline{F(k)}\,F(k')/M & \text{if } N \text{ divides } k'-k,\\
0 & \text{otherwise,}
\end{cases}
\qquad
F(k)=\sum_j \overline{c_j}\,e^{2\pi i kj/(NM)} .
$$

Here $\delta=1$ if $NM$ divides $k'-k$, when both labels denote the same plane wave, and $\delta=0$ otherwise. At fixed wavevectors the overlap does not depend on the supercell size. For this one-dimensional model with a single core per cell, these numbers form the overlap matrix of a generalized eigenvalue problem in a basis of linearly independent orthogonalized plane waves (OPWs).

## Functions on the ring

```lean
import Mathlib

open scoped ComplexConjugate

namespace OrthogonalizedPlaneWaves

noncomputable section

/-- The phase factor `exp(2πix)`. -/
def phase (x : ℝ) : ℂ := Complex.exp (((2 * Real.pi * x : ℝ) : ℂ) * Complex.I)
```

`phase x` is $e^{2\pi i x}$ for real $x$.

```lean
/-- The inner product of two functions on a ring of `N` cells with `M` points each. -/
def braket {N M : ℕ} (f g : Fin N → Fin M → ℂ) : ℂ :=
  ∑ R, ∑ j, conj (f R j) * g R j
```

A function on the ring has type `Fin N → Fin M → ℂ`: it takes a cell index $R=0,\dots,N-1$ and a point index $j=0,\dots,M-1$, and returns a complex number. The inner product is $\langle f|g\rangle=\sum_{R,j}\overline{f(R,j)}\,g(R,j)$, conjugate-linear in the first slot.

```lean
/-- The normalized plane wave with integer label `k`, at point `j` of cell `R`,
for positive `N` and `M`. -/
def planeWave (N M : ℕ) (k : ℤ) (R : Fin N) (j : Fin M) : ℂ :=
  phase ((k : ℝ) * ((M : ℝ) * ((R : ℕ) : ℝ) + ((j : ℕ) : ℝ)) / ((N : ℝ) * M)) /
    ((Real.sqrt ((N : ℝ) * M) : ℝ) : ℂ)
```

Point $j$ of cell $R$ sits at position $MR+j$, so the plane wave is $\varphi_k(R,j)=e^{2\pi i k(MR+j)/(NM)}/\sqrt{NM}$. With unit point spacing its wavevector is $2\pi k/(NM)$. The label `k : ℤ` is any integer.

```lean
/-- The translate of the core function `c` that lives in cell `S`. -/
def core {N M : ℕ} (c : Fin M → ℂ) (S R : Fin N) (j : Fin M) : ℂ :=
  if R = S then c j else 0
```

`core c S` equals $c_j$ in cell $S$ and zero elsewhere. Different translates therefore never overlap, an idealization of tightly bound core states.

```lean
/-- The core form factor `F(k) = ∑ⱼ conj(cⱼ) exp(2πikj/(NM))`, for positive `N` and `M`. -/
def formFactor (N M : ℕ) (c : Fin M → ℂ) (k : ℤ) : ℂ :=
  ∑ j : Fin M, conj (c j) * phase ((k : ℝ) * ((j : ℕ) : ℝ) / ((N : ℝ) * M))
```

This is $F(k)$.

```lean
/-- The orthogonalized plane wave: the plane wave minus its projections on all core
translates, for positive `N` and `M` and a unit core. -/
def opw (N M : ℕ) (c : Fin M → ℂ) (k : ℤ) (R : Fin N) (j : Fin M) : ℂ :=
  planeWave N M k R j - ∑ S, braket (core c S) (planeWave N M k) * core c S R j
```

The OPW is $\chi_k=\varphi_k-\sum_S b_S(k)\,\mathrm{core}_S$, with $b_S(k)=\langle\mathrm{core}_S|\varphi_k\rangle$. It is not renormalized afterwards. No Hamiltonian enters, so the core need not be an eigenstate of anything.

## Lattice phases and plane waves

```lean
/-- The phase of a difference of two labels is the conjugate of one phase times the other. -/
theorem phase_diff (k k' : ℤ) (x y : ℝ) :
    phase (((k' - k : ℤ) : ℝ) * x / y) =
      conj (phase ((k : ℝ) * x / y)) * phase ((k' : ℝ) * x / y) := by
  unfold phase
  rw [← Complex.exp_conj, ← Complex.exp_add]
  congr 1
  simp only [map_mul, Complex.conj_ofReal, Complex.conj_I]
  push_cast
  ring
```

In a `theorem`, the statement stands before `:=` and the proof after it. This one says $e^{2\pi i(k'-k)x/y}=\overline{e^{2\pi ikx/y}}\,e^{2\pi ik'x/y}$. The proof merges the exponentials and lets `ring` compare the exponents.

```lean
/-- For `N > 0`, the phases `exp(2πimR/N)` summed over the `N` cells give `N` if `N`
divides `m`, and zero otherwise. -/
theorem sum_phase {N : ℕ} (hN : 0 < N) (m : ℤ) :
    ∑ R : Fin N, phase ((m : ℝ) * ((R : ℕ) : ℝ) / (N : ℝ)) =
      if (N : ℤ) ∣ m then (N : ℂ) else 0 := by
  have hN' : (N : ℂ) ≠ 0 := by exact_mod_cast hN.ne'
  have hpow : ∀ R : Fin N, phase ((m : ℝ) * ((R : ℕ) : ℝ) / (N : ℝ)) =
      phase ((m : ℝ) / N) ^ (R : ℕ) := by
    intro R
    unfold phase
    rw [← Complex.exp_nat_mul]
    congr 1
    push_cast
    ring
  rw [Finset.sum_congr rfl (fun R _ => hpow R),
    Fin.sum_univ_eq_sum_range (fun i => phase ((m : ℝ) / N) ^ i) N]
  split_ifs with h
  · have h1 : phase ((m : ℝ) / N) = 1 := by
      obtain ⟨n, hn⟩ := h
      rw [phase, Complex.exp_eq_one_iff]
      refine ⟨n, ?_⟩
      rw [hn]
      push_cast
      field_simp
    simp [h1]
  · -- a root of unity different from one has vanishing geometric sum
    have h1 : phase ((m : ℝ) / N) ≠ 1 := by
      intro h1
      rw [phase, Complex.exp_eq_one_iff] at h1
      obtain ⟨n, hn⟩ := h1
      push_cast at hn
      have hmN : (m : ℂ) / N * N = m := div_mul_cancel₀ _ hN'
      have h2 : (m : ℂ) = N * n := by
        apply mul_right_cancel₀ Complex.two_pi_I_ne_zero
        linear_combination (N : ℂ) * hn - 2 * (Real.pi : ℂ) * Complex.I * hmN
      exact h ⟨n, by exact_mod_cast h2⟩
    have h3 : phase ((m : ℝ) / N) ^ N = 1 := by
      rw [phase, ← Complex.exp_nat_mul, Complex.exp_eq_one_iff]
      refine ⟨m, ?_⟩
      push_cast
      field_simp
    rw [geom_sum_eq h1, h3, sub_self, zero_div]
```

Put $\omega=e^{2\pi i m/N}$. The sum is $\sum_{R=0}^{N-1}\omega^R$, which `hpow` establishes. If $N$ divides $m$, then $\omega=1$ and the sum is $N$. Otherwise $\omega\neq1$ but $\omega^N=1$, so the sum is $(\omega^N-1)/(\omega-1)=0$. The tactic `split_ifs` separates these two cases.

```lean
/-- For positive `N` and `M`, a plane wave is a Bloch phase of the cell times a phase
within the cell, divided by `√(NM)`. -/
theorem planeWave_factor {N M : ℕ} (hN : 0 < N) (hM : 0 < M) (k : ℤ)
    (R : Fin N) (j : Fin M) :
    planeWave N M k R j = phase ((k : ℝ) * ((R : ℕ) : ℝ) / (N : ℝ)) *
      phase ((k : ℝ) * ((j : ℕ) : ℝ) / ((N : ℝ) * M)) /
        ((Real.sqrt ((N : ℝ) * M) : ℝ) : ℂ) := by
  have hN' : (N : ℝ) ≠ 0 := by exact_mod_cast hN.ne'
  have hM' : (M : ℝ) ≠ 0 := by exact_mod_cast hM.ne'
  have e : (k : ℝ) * ((M : ℝ) * ((R : ℕ) : ℝ) + ((j : ℕ) : ℝ)) / ((N : ℝ) * M) =
      (k : ℝ) * ((R : ℕ) : ℝ) / (N : ℝ) + (k : ℝ) * ((j : ℕ) : ℝ) / ((N : ℝ) * M) := by
    rw [mul_add, add_div]
    congr 1
    field_simp
  rw [planeWave, e]
  simp only [phase]
  rw [← Complex.exp_add]
  congr 2
  push_cast
  ring
```

Since $k(MR+j)/(NM)=kR/N+kj/(NM)$, the plane wave is a Bloch phase of the cell times a phase within the cell:

$$\varphi_k(R,j)=e^{2\pi i kR/N}\,e^{2\pi i kj/(NM)}/\sqrt{NM}.$$

```lean
/-- For positive `N` and `M`, plane waves are orthonormal, labels that differ by a multiple
of `NM` being identified. -/
theorem planeWave_overlap {N M : ℕ} (hN : 0 < N) (hM : 0 < M) (k k' : ℤ) :
    braket (planeWave N M k) (planeWave N M k') =
      if (N : ℤ) * M ∣ k' - k then 1 else 0 := by
  have hN' : (N : ℂ) ≠ 0 := by exact_mod_cast hN.ne'
  have hM' : (M : ℂ) ≠ 0 := by exact_mod_cast hM.ne'
  have hs : ((Real.sqrt ((N : ℝ) * M) : ℝ) : ℂ) * ((Real.sqrt ((N : ℝ) * M) : ℝ) : ℂ) =
      (N : ℂ) * M := by
    rw [← Complex.ofReal_mul, Real.mul_self_sqrt (by positivity)]
    push_cast
    rfl
  have term : ∀ (R : Fin N) (j : Fin M),
      conj (planeWave N M k R j) * planeWave N M k' R j =
        phase (((k' - k : ℤ) : ℝ) * ((R : ℕ) : ℝ) / (N : ℝ)) *
          (phase (((k' - k : ℤ) : ℝ) * ((j : ℕ) : ℝ) / ((N : ℝ) * M)) / ((N : ℂ) * M)) := by
    intro R j
    rw [planeWave_factor hN hM, planeWave_factor hN hM, map_div₀, map_mul,
      Complex.conj_ofReal, phase_diff, phase_diff, ← hs]
    ring
  -- the double sum factors into a sum over cells and a sum over points
  simp only [braket, term, ← Finset.mul_sum, ← Finset.sum_mul, ← Finset.sum_div]
  rw [sum_phase hN]
  generalize k' - k = m
  by_cases h : (N : ℤ) ∣ m
  · obtain ⟨p, rfl⟩ := h
    have e : ∀ j : Fin M, phase ((((N : ℤ) * p : ℤ) : ℝ) * ((j : ℕ) : ℝ) / ((N : ℝ) * M)) =
        phase ((p : ℝ) * ((j : ℕ) : ℝ) / (M : ℝ)) := by
      intro j
      have hNr : (N : ℝ) ≠ 0 := by exact_mod_cast hN.ne'
      congr 1
      push_cast
      rw [mul_assoc, mul_div_mul_left _ _ hNr]
    have hd : (N : ℤ) * M ∣ (N : ℤ) * p ↔ (M : ℤ) ∣ p :=
      mul_dvd_mul_iff_left (by exact_mod_cast hN.ne')
    rw [Finset.sum_congr rfl (fun j _ => e j), sum_phase hM, if_pos (dvd_mul_right _ _)]
    simp only [hd]
    split_ifs
    · field_simp
    · simp
  · rw [if_neg h, if_neg (fun h' => h (dvd_trans (dvd_mul_right _ _) h')), zero_mul]
```

With $m=k'-k$, the factorization gives

$$\langle\varphi_k|\varphi_{k'}\rangle=\frac1{NM}\sum_R e^{2\pi i mR/N}\sum_j e^{2\pi i mj/(NM)} .$$

If $N$ does not divide $m$, the first sum vanishes. If $m=Np$, the first sum is $N$ and the second is $\sum_j e^{2\pi i pj/M}$, which is $M$ when $M$ divides $p$ and zero otherwise. The proof accordingly uses `sum_phase` twice, once for cells and once for points.

## Projecting out the core

```lean
/-- The overlap of a core translate with any function only involves the cell of that core. -/
theorem braket_core {N M : ℕ} (c : Fin M → ℂ) (S : Fin N) (f : Fin N → Fin M → ℂ) :
    braket (core c S) f = ∑ j, conj (c j) * f S j := by
  unfold braket
  rw [Finset.sum_eq_single S]
  · simp [core]
  · intro R _ h
    simp [core, h]
  · simp
```

Only cell $S$ contributes: $\langle\mathrm{core}_S|f\rangle=\sum_j\overline{c_j}\,f(S,j)$.

```lean
/-- For a unit core, every orthogonalized plane wave is orthogonal to every core translate. -/
theorem opw_orthogonal_core {N M : ℕ} {c : Fin M → ℂ} (hc : ∑ j, conj (c j) * c j = 1)
    (k : ℤ) (S : Fin N) : braket (core c S) (opw N M c k) = 0 := by
  have ha : ∀ j, opw N M c k S j = planeWave N M k S j -
      braket (core c S) (planeWave N M k) * c j := by
    intro j
    simp [opw, core]
  have h : ∀ b : ℂ, ∑ j, conj (c j) * (b * c j) = b := by
    intro b
    calc ∑ j, conj (c j) * (b * c j) = b * ∑ j, conj (c j) * c j := by
          rw [Finset.mul_sum]
          exact Finset.sum_congr rfl fun j _ => by ring
      _ = b := by rw [hc, mul_one]
  rw [braket_core]
  simp only [ha, mul_sub, Finset.sum_sub_distrib]
  rw [h, braket_core, sub_self]
```

The hypothesis `hc` is the normalization $\sum_j|c_j|^2=1$. Inside cell $S$ only that cell's core is subtracted, so $\chi_k(S,j)=\varphi_k(S,j)-b_S(k)\,c_j$; this is `ha`. Taking the overlap with the core gives $b_S(k)-b_S(k)\cdot1=0$.

```lean
/-- For `N > 0` and a unit core, the overlap of two orthogonalized plane waves vanishes unless
`N` divides `k' - k`, and is then `δ - conj(F(k)) F(k') / M`, with `δ = 1` if `NM` divides
`k' - k` and `δ = 0` otherwise. -/
theorem opw_overlap {N M : ℕ} (hN : 0 < N) {c : Fin M → ℂ}
    (hc : ∑ j, conj (c j) * c j = 1) (k k' : ℤ) :
    braket (opw N M c k) (opw N M c k') =
      if (N : ℤ) ∣ k' - k then
        (if (N : ℤ) * M ∣ k' - k then 1 else 0) -
          conj (formFactor N M c k) * formFactor N M c k' / M
      else 0 := by
  have hM : 0 < M := by
    rcases Nat.eq_zero_or_pos M with rfl | h
    · simp at hc
    · exact h
  have hN' : (N : ℂ) ≠ 0 := by exact_mod_cast hN.ne'
  have hM' : (M : ℂ) ≠ 0 := by exact_mod_cast hM.ne'
  have hs : ((Real.sqrt ((N : ℝ) * M) : ℝ) : ℂ) * ((Real.sqrt ((N : ℝ) * M) : ℝ) : ℂ) =
      (N : ℂ) * M := by
    rw [← Complex.ofReal_mul, Real.mul_self_sqrt (by positivity)]
    push_cast
    rfl
  have ha : ∀ (q : ℤ) (R : Fin N) (j : Fin M), opw N M c q R j = planeWave N M q R j -
      braket (core c R) (planeWave N M q) * c j := by
    intro q R j
    simp [opw, core]
  -- each core amplitude is a Bloch phase times the form factor, divided by `√(NM)`
  have hF : ∀ (q : ℤ) (R : Fin N), braket (core c R) (planeWave N M q) =
      phase ((q : ℝ) * ((R : ℕ) : ℝ) / (N : ℝ)) * formFactor N M c q /
        ((Real.sqrt ((N : ℝ) * M) : ℝ) : ℂ) := by
    intro q R
    rw [braket_core, formFactor, Finset.mul_sum, Finset.sum_div]
    refine Finset.sum_congr rfl fun j _ => ?_
    rw [planeWave_factor hN hM]
    ring
  -- in each cell the projection removes the product of the two core amplitudes
  have cell : ∀ R : Fin N, ∑ j, conj (opw N M c k R j) * opw N M c k' R j =
      ∑ j, conj (planeWave N M k R j) * planeWave N M k' R j -
        conj (braket (core c R) (planeWave N M k)) *
          braket (core c R) (planeWave N M k') := by
    intro R
    have h1 : ∑ j, conj (planeWave N M k R j) * c j =
        conj (braket (core c R) (planeWave N M k)) := by
      rw [braket_core, map_sum]
      refine Finset.sum_congr rfl fun j _ => ?_
      rw [map_mul, Complex.conj_conj, mul_comm]
    have h2 := (braket_core c R (planeWave N M k')).symm
    simp only [ha]
    generalize braket (core c R) (planeWave N M k) = b at *
    generalize braket (core c R) (planeWave N M k') = b' at *
    calc ∑ j, conj (planeWave N M k R j - b * c j) * (planeWave N M k' R j - b' * c j)
        = ∑ j, conj (planeWave N M k R j) * planeWave N M k' R j -
            b' * ∑ j, conj (planeWave N M k R j) * c j -
            conj b * ∑ j, conj (c j) * planeWave N M k' R j +
            conj b * b' * ∑ j, conj (c j) * c j := by
          simp only [Finset.mul_sum, ← Finset.sum_sub_distrib, ← Finset.sum_add_distrib]
          refine Finset.sum_congr rfl fun j _ => ?_
          rw [map_sub, map_mul]
          ring
      _ = _ := by
          rw [h1, h2, hc]
          ring
  have hsum : ∑ R : Fin N, conj (braket (core c R) (planeWave N M k)) *
      braket (core c R) (planeWave N M k') =
      (if (N : ℤ) ∣ k' - k then (N : ℂ) else 0) *
        (conj (formFactor N M c k) * formFactor N M c k' / ((N : ℂ) * M)) := by
    rw [← sum_phase hN (k' - k), Finset.sum_mul]
    refine Finset.sum_congr rfl fun R _ => ?_
    rw [hF, hF, map_div₀, map_mul, Complex.conj_ofReal, phase_diff, ← hs]
    ring
  have hp := planeWave_overlap hN hM k k'
  unfold braket at hp
  rw [braket, Finset.sum_congr rfl (fun R _ => cell R), Finset.sum_sub_distrib, hp, hsum]
  by_cases h : (N : ℤ) ∣ k' - k
  · simp only [if_pos h]
    congr 1
    field_simp
  · have h' : ¬ (N : ℤ) * M ∣ k' - k := fun h' => h (dvd_trans (dvd_mul_right _ _) h')
    simp only [if_neg h, if_neg h', zero_mul, sub_zero]
```

This is the main formula. Positivity of $M$ is not assumed, because `hc` already excludes an empty cell. By hand there are three steps.

First, the factorized plane wave gives the core amplitude (`hF`):

$$b_R(k)=e^{2\pi i kR/N}F(k)/\sqrt{NM}.$$

Second, expand the overlap within one cell (`cell`). Writing $b=b_R(k)$ and $b'=b_R(k')$,

$$\sum_j\overline{(\varphi_k-bc_j)}\,(\varphi_{k'}-b'c_j)=\sum_j\overline{\varphi_k}\,\varphi_{k'}-\bar b b'-\bar b b'+\bar b b' .$$

The last term uses the normalization, and one $-\bar b b'$ survives.

Third, sum over cells (`hsum`):

$$\sum_R\overline{b_R(k)}\,b_R(k')=\frac{\overline{F(k)}F(k')}{NM}\sum_R e^{2\pi i(k'-k)R/N},$$

which is $\overline{F(k)}F(k')/M$ if $N$ divides $k'-k$ and zero otherwise. Subtracting this from the plane-wave overlap $\delta$ gives the result; when $N$ does not divide $k'-k$, neither does $NM$, so $\delta$ vanishes too.

## Larger supercells and vanishing OPWs

```lean
/-- For a unit core and `N, s > 0`, enlarging the ring from `N` to `sN` cells at fixed
wavevectors leaves the overlap of two orthogonalized plane waves unchanged. -/
theorem opw_overlap_supercell {N M s : ℕ} (hN : 0 < N) (hs : 0 < s) {c : Fin M → ℂ}
    (hc : ∑ j, conj (c j) * c j = 1) (k k' : ℤ) :
    braket (opw (s * N) M c (s * k)) (opw (s * N) M c (s * k')) =
      braket (opw N M c k) (opw N M c k') := by
  have hsr : (s : ℝ) ≠ 0 := by exact_mod_cast hs.ne'
  have hsz : (s : ℤ) ≠ 0 := by exact_mod_cast hs.ne'
  -- the form factor depends on the wavevector only
  have hF : ∀ q : ℤ, formFactor (s * N) M c (s * q) = formFactor N M c q := by
    intro q
    unfold formFactor
    refine Finset.sum_congr rfl fun j _ => ?_
    congr 2
    push_cast
    rw [mul_assoc, mul_assoc, mul_div_mul_left _ _ hsr]
  have d1 : ((s * N : ℕ) : ℤ) ∣ s * k' - s * k ↔ (N : ℤ) ∣ k' - k := by
    rw [Nat.cast_mul, ← mul_sub]
    exact mul_dvd_mul_iff_left hsz
  have d2 : ((s * N : ℕ) : ℤ) * M ∣ s * k' - s * k ↔ (N : ℤ) * M ∣ k' - k := by
    rw [Nat.cast_mul, ← mul_sub, mul_assoc]
    exact mul_dvd_mul_iff_left hsz
  rw [opw_overlap (Nat.mul_pos hs hN) hc, opw_overlap hN hc]
  simp only [hF, d1, d2]
```

Replacing $N,k,k'$ by $sN,sk,sk'$ with $s>0$ keeps both wavevectors and the core fixed. In $F$ the factor $s$ cancels from $sk/(sNM)$ (`hF`), and it cancels from both divisibility conditions (`d1`, `d2`). The main formula then gives equal values on the two rings.

```lean
/-- For `N > 0` and a unit core, an orthogonalized plane wave vanishes identically exactly
when `|F(k)|² = M`. -/
theorem opw_eq_zero_iff {N M : ℕ} (hN : 0 < N) {c : Fin M → ℂ}
    (hc : ∑ j, conj (c j) * c j = 1) (k : ℤ) :
    opw N M c k = 0 ↔ ‖formFactor N M c k‖ ^ 2 = (M : ℝ) := by
  have hM' : (M : ℝ) ≠ 0 := by
    rcases Nat.eq_zero_or_pos M with rfl | h
    · simp at hc
    · exact_mod_cast h.ne'
  have hn := opw_overlap hN hc k k
  simp only [sub_self, dvd_zero, ↓reduceIte, Complex.conj_mul'] at hn
  have hb : braket (opw N M c k) (opw N M c k) =
      ((∑ R, ∑ j, ‖opw N M c k R j‖ ^ 2 : ℝ) : ℂ) := by
    simp [braket, Complex.conj_mul']
  rw [hb] at hn
  -- the squared norm of the orthogonalized plane wave
  have hr : ∑ R, ∑ j, ‖opw N M c k R j‖ ^ 2 = 1 - ‖formFactor N M c k‖ ^ 2 / (M : ℝ) := by
    exact_mod_cast hn
  constructor
  · intro h
    have h0 : ∑ R, ∑ j, ‖opw N M c k R j‖ ^ 2 = 0 := by simp [h]
    have h1 : ‖formFactor N M c k‖ ^ 2 / (M : ℝ) = 1 := by linarith
    rwa [div_eq_one_iff_eq hM'] at h1
  · intro h
    rw [h, div_self hM', sub_self] at hr
    funext R j
    have h1 := (Finset.sum_eq_zero_iff_of_nonneg
      (fun R _ => Finset.sum_nonneg fun j _ => sq_nonneg ‖opw N M c k R j‖)).1 hr R
        (Finset.mem_univ R)
    have h2 := (Finset.sum_eq_zero_iff_of_nonneg
      (fun j _ => sq_nonneg ‖opw N M c k R j‖)).1 h1 j (Finset.mem_univ j)
    simpa using h2

end

end OrthogonalizedPlaneWaves
```

Setting $k'=k$ in the main formula gives $\|\chi_k\|^2=1-|F(k)|^2/M$, which is `hr`. If $\chi_k=0$, the left side is zero and $|F(k)|^2=M$. Conversely, if $|F(k)|^2=M$, a sum of nonnegative squares is zero, so every value of $\chi_k$ is zero. Such a label has to be left out of a basis. Nonvanishing OPWs can still be linearly dependent: for $M=2$ and $c=(1,0)$, every $\chi_k$ has squared norm $1/2$, but $\chi_{k+N}=-\chi_k$.

```lean
#print axioms OrthogonalizedPlaneWaves.opw_orthogonal_core
-- 'OrthogonalizedPlaneWaves.opw_orthogonal_core' depends on axioms: [propext, Classical.choice, Quot.sound]
#print axioms OrthogonalizedPlaneWaves.opw_overlap_supercell
-- 'OrthogonalizedPlaneWaves.opw_overlap_supercell' depends on axioms: [propext, Classical.choice, Quot.sound]
#print axioms OrthogonalizedPlaneWaves.opw_eq_zero_iff
-- 'OrthogonalizedPlaneWaves.opw_eq_zero_iff' depends on axioms: [propext, Classical.choice, Quot.sound]
```

## Several core orbitals per cell

The same expansion handles orthonormal cores $c^{(a)}$ in each cell, with form factors $F_a$. Each core removes its own product of amplitudes, so for $N$ dividing $k'-k$ the overlap becomes $\delta-\sum_a\overline{F_a(k)}F_a(k')/M$. This extension is argued here by hand only; the Lean theorems treat a single core.
